# For pure states, fidelity bounds the change in the expectation value of every bounded observable

## States, averages and overlap

A pure state is represented by a unit vector $x$ in a complex inner product space $E$; a phase factor does not change the state. The inner product $\langle x,y\rangle$ is linear in its second entry and conjugate-linear in its first. The expectation value of an operator $A$ in the state $x$ is $\langle x,Ax\rangle$. The fidelity of two states is

$$F=|\langle x,y\rangle|^2 .$$

Some texts use the name for $|\langle x,y\rangle|$ without the square.

Suppose that a computed or prepared state $x$ has fidelity $F$ with the intended state $y$. How wrong can the average of an observable be? The answer needs a scale for the observable, which is a constant $c$ with $\|Az\|\le c\|z\|$ for all $z$. For a Hermitian matrix the smallest such $c$ is the largest absolute eigenvalue, that is, the largest magnitude of a measurement outcome.

## Three statements about the error

**General bound.** For unit vectors $x,y$ and a linear operator $A$ with constant $c$,

$$|\langle x,Ax\rangle-\langle y,Ay\rangle|\le 2c\sqrt{1-F}.$$

**Equality.** For every pair of unit vectors, the Hermitian operator $D=|x\rangle\langle x|-|y\rangle\langle y|$ satisfies the hypothesis with $c=\sqrt{1-F}$ and attains equality.

**Eigenstates.** If $A$ is Hermitian and $Ay=\varepsilon y$ with $\varepsilon$ real, then

$$|\langle x,Ax\rangle-\varepsilon|\le 2c(1-F).$$

In Lean these are `expectation_sub_le`, `projDiff_saturates` and `expectation_sub_eigenvalue_le`. The space `E` may have any dimension and need not be complete. The operator `A : E →ₗ[ℂ] E` is a linear map defined on all of `E`, and `hA` is the bound with constant $c$. The hypotheses `hx` and `hy` normalise the states. `expectation A x` is a complex number, so the bars around a difference of expectation values denote the complex modulus. `projDiff x y` is $D$, and `IsSymmetric` means $\langle Aa,b\rangle=\langle a,Ab\rangle$, which is Hermiticity. The general bound does not assume it; Hermitian observables are the case in which the expectation values are real.

The theorems apply to a Hamiltonian matrix in a finite orthonormal basis. The step from there to the full molecular Hamiltonian, which is unbounded, lies beyond the hypothesis `hA`. Mixed states are also left out.

## Deriving the general bound

Let $w=\langle x,y\rangle$. If $w\ne0$, put $u=\bar w/|w|$ and $y'=uy$; if $w=0$, put $y'=y$. Then $\|y'\|=1$ and $\langle x,y'\rangle=|w|=:r$. Expectation values do not change, because $\langle uy,A(uy)\rangle=|u|^2\langle y,Ay\rangle$ and $|u|=1$.

Next, expand two matrix elements:

$$\langle x-y',A(x+y')\rangle=\langle x,Ax\rangle+\langle x,Ay'\rangle-\langle y',Ax\rangle-\langle y',Ay'\rangle,$$
$$\langle x+y',A(x-y')\rangle=\langle x,Ax\rangle-\langle x,Ay'\rangle+\langle y',Ax\rangle-\langle y',Ay'\rangle.$$

The cross terms cancel in the sum, which is twice the difference of expectation values. By Cauchy–Schwarz and the bound on $A$, each matrix element has modulus at most $c\,\|x-y'\|\,\|x+y'\|$. Half the sum therefore obeys the same bound.

Since the overlap is real, $\|x-y'\|^2=2-2r$ and $\|x+y'\|^2=2+2r$. The product of the norms is $\sqrt{4(1-r^2)}=2\sqrt{1-F}$, which gives the result.

## An observable that attains equality

From the definition, $Dx=x-\langle y,x\rangle y$ and $Dy=\langle x,y\rangle x-y$. Applying $D$ again gives

$$D^2x=Dx-\langle y,x\rangle Dy=(1-F)x,\qquad D^2y=\langle x,y\rangle Dx-Dy=(1-F)y.$$

Every $Dz$ is a combination of $x$ and $y$, so $D^3z=(1-F)Dz$. Hermiticity gives $\|Da\|^2=\langle a,D^2a\rangle\le\|a\|\,\|D^2a\|$ for every $a$. With $a=Dz$ this becomes $\|D^2z\|^2\le(1-F)\|Dz\|^2$. With $a=z$ it then gives $\|Dz\|^2\le\sqrt{1-F}\,\|z\|\,\|Dz\|$. Hence $\|Dz\|\le\sqrt{1-F}\,\|z\|$, trivially so if $Dz=0$.

The expectation values are $\langle x,Dx\rangle=1-F$ and $\langle y,Dy\rangle=F-1$. They differ by $2(1-F)$, which is $2c\sqrt{1-F}$ for $c=\sqrt{1-F}$. If $F=1$, both sides are zero.

## Why the bound for an eigenstate has no square root

Now let $u$ denote the vector $x-\langle y,x\rangle y$, the part of $x$ orthogonal to the eigenvector. Its squared norm is $1-F$. Since $(A-\varepsilon)y=0$, we have $(A-\varepsilon)x=(A-\varepsilon)u$. Hermiticity gives $\langle y,(A-\varepsilon)x\rangle=0$, so

$$\langle x,Ax\rangle-\varepsilon=\langle x,(A-\varepsilon)x\rangle=\langle u,(A-\varepsilon)u\rangle.$$

Applying the bound on $A$ to $y$ gives $|\varepsilon|\le c$, hence $\|(A-\varepsilon)u\|\le2c\|u\|$. Cauchy–Schwarz yields $2c\|u\|^2=2c(1-F)$.

## Numbers for an occupation and an energy

Take an approximate many-electron state in a finite basis of orthonormal orbitals, with $F=0.99$ relative to the exact eigenstate in that basis. A spin-orbital occupation operator $n$ has eigenvalues 0 and 1. Subtracting $\tfrac12$ leaves differences of expectation values unchanged and lowers $c$ from 1 to $\tfrac12$. The general bound then says that the two occupations differ by at most $\sqrt{0.01}=0.1$.

For the energy, shift the Hamiltonian matrix so that its spectrum is centred at zero; then $2c$ is the spectral width. If the width is 10 hartree, the general bound allows an error of 1 hartree, and the eigenstate bound allows 0.1 hartree.

## The Lean source

```lean
import Mathlib

open ComplexConjugate

namespace FidelityControlsObservables

noncomputable section

variable {E : Type*} [NormedAddCommGroup E] [InnerProductSpace ℂ E]

/-- The expectation value `⟨x, A x⟩` of the operator `A` in the state `x`. -/
def expectation (A : E →ₗ[ℂ] E) (x : E) : ℂ := inner ℂ x (A x)

/-- The fidelity `|⟨x, y⟩|²` of two state vectors. -/
def fidelity (x y : E) : ℝ := ‖inner ℂ x y‖ ^ 2

/-- The operator `|x⟩⟨x| - |y⟩⟨y|`. -/
def projDiff (x y : E) : E →ₗ[ℂ] E where
  toFun z := inner ℂ x z • x - inner ℂ y z • y
  map_add' a b := by
    simp only [inner_add_right, add_smul]
    abel
  map_smul' k a := by
    simp only [inner_smul_right, mul_smul, smul_sub, RingHom.id_apply]

/-- The product of the two overlaps `⟨y, x⟩` and `⟨x, y⟩` is the fidelity. -/
theorem overlap_mul (x y : E) :
    inner ℂ y x * inner ℂ x y = ((fidelity x y : ℝ) : ℂ) := by
  rw [← inner_conj_symm y x, Complex.conj_mul']
  simp [fidelity]

/-- The fidelity of two unit vectors is at most one. -/
theorem fidelity_le_one {x y : E} (hx : ‖x‖ = 1) (hy : ‖y‖ = 1) :
    fidelity x y ≤ 1 := by
  have h := norm_inner_le_norm (𝕜 := ℂ) x y
  rw [hx, hy, one_mul] at h
  exact pow_le_one₀ (norm_nonneg _) h

/-- A difference of two expectation values is expressed by matrix elements
between the difference and the sum of the two vectors. -/
theorem expectation_sub (A : E →ₗ[ℂ] E) (x y : E) :
    expectation A x - expectation A y =
      (inner ℂ (x - y) (A (x + y)) + inner ℂ (x + y) (A (x - y))) / 2 := by
  simp only [expectation, map_add, map_sub, inner_add_left, inner_sub_left,
    inner_add_right, inner_sub_right]
  ring

/-- A vector `y` can be replaced by one of the same norm and with the same expectation
values, whose overlap with `x` is the nonnegative real number `|⟨x, y⟩|`. -/
theorem exists_aligned (x y : E) :
    ∃ y' : E, ‖y'‖ = ‖y‖ ∧ inner ℂ x y' = ((‖inner ℂ x y‖ : ℝ) : ℂ) ∧
      ∀ A : E →ₗ[ℂ] E, expectation A y' = expectation A y := by
  by_cases hw : inner ℂ x y = 0
  · exact ⟨y, rfl, by simp [hw], fun _ => rfl⟩
  have hn : ‖inner ℂ x y‖ ≠ 0 := norm_ne_zero_iff.mpr hw
  have hc : ((‖inner ℂ x y‖ : ℝ) : ℂ) ≠ 0 := Complex.ofReal_ne_zero.mpr hn
  -- the phase that cancels the phase of the overlap
  obtain ⟨u, hu⟩ : ∃ u : ℂ, u = conj (inner ℂ x y) / ((‖inner ℂ x y‖ : ℝ) : ℂ) := ⟨_, rfl⟩
  have hu1 : ‖u‖ = 1 := by
    rw [hu, norm_div, Complex.norm_conj, Complex.norm_real, norm_norm, div_self hn]
  refine ⟨u • y, by rw [norm_smul, hu1, one_mul], ?_, fun A => ?_⟩
  · rw [inner_smul_right, hu, div_mul_eq_mul_div, Complex.conj_mul', sq, mul_div_assoc,
      div_self hc, mul_one]
  · have h : conj u * u = 1 := by
      rw [Complex.conj_mul', hu1]
      simp
    simp only [expectation, map_smul, inner_smul_left, inner_smul_right]
    linear_combination (inner ℂ y (A y)) * h

/-- For unit vectors with real overlap `r`, the norms of their difference and their sum
multiply to `2 √(1 - r²)`. -/
theorem norm_sub_mul_norm_add {x y : E} {r : ℝ} (hx : ‖x‖ = 1) (hy : ‖y‖ = 1)
    (h : inner ℂ x y = (r : ℂ)) : ‖x - y‖ * ‖x + y‖ = 2 * √(1 - r ^ 2) := by
  have hre : RCLike.re (inner ℂ x y) = r := by
    rw [h]
    exact Complex.ofReal_re r
  have h1 := @norm_sub_sq ℂ E _ _ _ x y
  have h2 := @norm_add_sq ℂ E _ _ _ x y
  rw [hre, hx, hy] at h1 h2
  have h3 : (‖x - y‖ * ‖x + y‖ / 2) ^ 2 = 1 - r ^ 2 := by
    rw [div_pow, mul_pow, h1, h2]
    ring
  rw [← h3, Real.sqrt_sq (by positivity)]
  ring

/-- If `‖A z‖ ≤ c ‖z‖` for all `z`, the expectation values of `A` in two unit vectors differ by at
most `2 c √(1 - |⟨x, y⟩|²)`. -/
theorem expectation_sub_le (A : E →ₗ[ℂ] E) {c : ℝ} (hA : ∀ z, ‖A z‖ ≤ c * ‖z‖)
    {x y : E} (hx : ‖x‖ = 1) (hy : ‖y‖ = 1) :
    ‖expectation A x - expectation A y‖ ≤ 2 * c * √(1 - fidelity x y) := by
  obtain ⟨y', hn, hw, he⟩ := exists_aligned x y
  have p := norm_sub_mul_norm_add hx (hn.trans hy) hw
  -- Cauchy-Schwarz for the matrix elements of `A`
  have bound : ∀ a b : E, ‖inner ℂ a (A b)‖ ≤ c * (‖a‖ * ‖b‖) := fun a b => by
    have h1 := norm_inner_le_norm (𝕜 := ℂ) a (A b)
    have h2 := mul_le_mul_of_nonneg_left (hA b) (norm_nonneg a)
    linarith
  have b1 := bound (x - y') (x + y')
  have b2 := bound (x + y') (x - y')
  rw [p] at b1
  rw [mul_comm ‖x + y'‖, p] at b2
  have t := norm_add_le (inner ℂ (x - y') (A (x + y'))) (inner ℂ (x + y') (A (x - y')))
  have two : ‖(2 : ℂ)‖ = 2 := by norm_num
  rw [← he A, expectation_sub, norm_div, two]
  unfold fidelity
  linarith

/-- The operator `|x⟩⟨x| - |y⟩⟨y|` is Hermitian. -/
theorem projDiff_isSymmetric (x y : E) : (projDiff x y).IsSymmetric := by
  intro a b
  have ap : ∀ z, projDiff x y z = inner ℂ x z • x - inner ℂ y z • y := fun _ => rfl
  simp only [ap, inner_sub_left, inner_sub_right, inner_smul_left, inner_smul_right,
    inner_conj_symm]
  ring

/-- For unit vectors `x` and `y`, the operator `|x⟩⟨x| - |y⟩⟨y|` stretches no vector by more
than the factor `√(1 - |⟨x, y⟩|²)`. -/
theorem norm_projDiff_le {x y : E} (hx : ‖x‖ = 1) (hy : ‖y‖ = 1) (z : E) :
    ‖projDiff x y z‖ ≤ √(1 - fidelity x y) * ‖z‖ := by
  have hs0 : 0 ≤ 1 - fidelity x y := sub_nonneg.mpr (fidelity_le_one hx hy)
  have hs : ((1 - fidelity x y : ℝ) : ℂ) = 1 - inner ℂ y x * inner ℂ x y := by
    rw [overlap_mul, Complex.ofReal_sub, Complex.ofReal_one]
  have hxx : inner ℂ x x = (1 : ℂ) := by
    rw [inner_self_eq_norm_sq_to_K, hx]
    simp
  have hyy : inner ℂ y y = (1 : ℂ) := by
    rw [inner_self_eq_norm_sq_to_K, hy]
    simp
  have ap : ∀ z, projDiff x y z = inner ℂ x z • x - inner ℂ y z • y := fun _ => rfl
  have sym := projDiff_isSymmetric x y
  generalize projDiff x y = D at ap sym ⊢
  have hDx : D x = x - inner ℂ y x • y := by rw [ap, hxx, one_smul]
  have hDy : D y = inner ℂ x y • x - y := by rw [ap, hyy, one_smul]
  -- the square of `D` is the number `1 - F` on the span of `x` and `y`
  have hDDx : D (D x) = ((1 - fidelity x y : ℝ) : ℂ) • x := by
    rw [hDx, map_sub, map_smul, hDx, hDy, hs]
    module
  have hDDy : D (D y) = ((1 - fidelity x y : ℝ) : ℂ) • y := by
    rw [hDy, map_sub, map_smul, hDx, hDy, hs]
    module
  have cube : D (D (D z)) = ((1 - fidelity x y : ℝ) : ℂ) • D z := by
    rw [ap z]
    simp only [map_sub, map_smul, hDDx, hDDy]
    module
  have key : ∀ a, ‖D a‖ ^ 2 ≤ ‖a‖ * ‖D (D a)‖ := fun a => by
    rw [← inner_self_eq_norm_sq (𝕜 := ℂ) (D a), sym a (D a)]
    exact (RCLike.re_le_norm _).trans (norm_inner_le_norm _ _)
  have k1 := key z
  have k2 := key (D z)
  rw [cube, norm_smul, Complex.norm_real, Real.norm_of_nonneg hs0] at k2
  have hM : ‖D (D z)‖ ≤ √(1 - fidelity x y) * ‖D z‖ := by
    refine (le_abs_self _).trans (abs_le_of_sq_le_sq ?_ (by positivity))
    rw [mul_pow, Real.sq_sqrt hs0]
    linarith
  have k3 := mul_le_mul_of_nonneg_left hM (norm_nonneg z)
  rcases (norm_nonneg (D z)).eq_or_lt with h0 | h0
  · rw [← h0]
    positivity
  · refine le_of_mul_le_mul_right ?_ h0
    linarith

/-- For any unit vectors `x` and `y`, the operator `|x⟩⟨x| - |y⟩⟨y|` attains equality in the
fidelity bound, with the constant `c = √(1 - |⟨x, y⟩|²)`. -/
theorem projDiff_saturates {x y : E} (hx : ‖x‖ = 1) (hy : ‖y‖ = 1) :
    (∀ z, ‖projDiff x y z‖ ≤ √(1 - fidelity x y) * ‖z‖) ∧
    ‖expectation (projDiff x y) x - expectation (projDiff x y) y‖ =
      2 * √(1 - fidelity x y) * √(1 - fidelity x y) := by
  refine ⟨norm_projDiff_le hx hy, ?_⟩
  have hs0 : 0 ≤ 1 - fidelity x y := sub_nonneg.mpr (fidelity_le_one hx hy)
  have hxx : inner ℂ x x = (1 : ℂ) := by
    rw [inner_self_eq_norm_sq_to_K, hx]
    simp
  have hyy : inner ℂ y y = (1 : ℂ) := by
    rw [inner_self_eq_norm_sq_to_K, hy]
    simp
  have ap : ∀ z, projDiff x y z = inner ℂ x z • x - inner ℂ y z • y := fun _ => rfl
  have e : expectation (projDiff x y) x - expectation (projDiff x y) y =
      ((2 * (1 - fidelity x y) : ℝ) : ℂ) := by
    simp only [expectation, ap, inner_sub_right, inner_smul_right, hxx, hyy]
    push_cast
    linear_combination (-2) * overlap_mul x y
  rw [e, Complex.norm_real, Real.norm_of_nonneg (by linarith), mul_assoc,
    Real.mul_self_sqrt hs0]

/-- If `A` is Hermitian with `‖A z‖ ≤ c ‖z‖` for all `z`, and the unit vector `y` is an
eigenvector with eigenvalue `ε`, then the expectation value in a unit vector `x` differs
from `ε` by at most `2 c (1 - |⟨x, y⟩|²)`. -/
theorem expectation_sub_eigenvalue_le {A : E →ₗ[ℂ] E} (hS : A.IsSymmetric) {c ε : ℝ}
    (hA : ∀ z, ‖A z‖ ≤ c * ‖z‖) {x y : E} (hx : ‖x‖ = 1) (hy : ‖y‖ = 1)
    (hε : A y = (ε : ℂ) • y) :
    ‖expectation A x - (ε : ℂ)‖ ≤ 2 * c * (1 - fidelity x y) := by
  have hxx : inner ℂ x x = (1 : ℂ) := by
    rw [inner_self_eq_norm_sq_to_K, hx]
    simp
  have hyA : inner ℂ y (A x) = (ε : ℂ) * inner ℂ y x := by
    rw [← hS y x, hε, inner_smul_left, Complex.conj_ofReal]
  -- `u` is the part of `x` orthogonal to the eigenvector
  obtain ⟨u, hu⟩ : ∃ u : E, u = x - inner ℂ y x • y := ⟨_, rfl⟩
  have hun : ‖u‖ ^ 2 = 1 - fidelity x y := by
    have hre : RCLike.re ((fidelity x y : ℝ) : ℂ) = fidelity x y := Complex.ofReal_re _
    rw [hu, @norm_sub_sq ℂ E _ _ _, inner_smul_right, overlap_mul, hre, norm_smul, hx, hy,
      norm_inner_symm y x]
    unfold fidelity
    ring
  have hres : A u - (ε : ℂ) • u = A x - (ε : ℂ) • x := by
    rw [hu, map_sub, map_smul, hε]
    module
  have e : expectation A x - (ε : ℂ) = inner ℂ u (A u - (ε : ℂ) • u) := by
    rw [hres, hu]
    simp only [expectation, inner_sub_left, inner_sub_right, inner_smul_left,
      inner_smul_right, hyA, hxx]
    ring
  have hεc : |ε| ≤ c := by
    have h := hA y
    rwa [hε, norm_smul, Complex.norm_real, Real.norm_eq_abs, hy, mul_one, mul_one] at h
  have h1 := norm_sub_le (A u) ((ε : ℂ) • u)
  rw [norm_smul, Complex.norm_real, Real.norm_eq_abs] at h1
  have h2 := mul_le_mul_of_nonneg_right hεc (norm_nonneg u)
  have h3 : ‖A u - (ε : ℂ) • u‖ ≤ 2 * c * ‖u‖ := by linarith [hA u]
  rw [e, ← hun]
  calc ‖inner ℂ u (A u - (ε : ℂ) • u)‖ ≤ ‖u‖ * ‖A u - (ε : ℂ) • u‖ := norm_inner_le_norm _ _
    _ ≤ ‖u‖ * (2 * c * ‖u‖) := mul_le_mul_of_nonneg_left h3 (norm_nonneg u)
    _ = 2 * c * ‖u‖ ^ 2 := by ring

end

end FidelityControlsObservables
```

```lean
#print axioms FidelityControlsObservables.expectation_sub_le
#print axioms FidelityControlsObservables.projDiff_saturates
#print axioms FidelityControlsObservables.expectation_sub_eigenvalue_le
```

```
'FidelityControlsObservables.expectation_sub_le' depends on axioms: [propext, Classical.choice, Quot.sound]
'FidelityControlsObservables.projDiff_saturates' depends on axioms: [propext, Classical.choice, Quot.sound]
'FidelityControlsObservables.expectation_sub_eigenvalue_le' depends on axioms: [propext, Classical.choice, Quot.sound]
```

## From the lemmas to the bounds

`exists_aligned` carries out the phase change. It treats zero overlap separately and otherwise constructs the phase `u`. Its last clause holds for all operators at once, because `y'` depends only on the two states. The final `linear_combination` uses $\bar u u=1$ to remove the phase from the expectation value.

`expectation_sub` is the expansion with cancelling cross terms: `simp only` expands the inner products and `ring` collects them. `norm_sub_mul_norm_add` computes the product of norms by showing that the square of half the product is $1-r^2$ and then taking the nonnegative root.

In `expectation_sub_le`, the local statement `bound` combines Cauchy–Schwarz with `hA`. It is used for both matrix elements, the triangle inequality `t` joins them, and `linarith` adds the estimates.

For the equality case, `overlap_mul` identifies $\langle y,x\rangle\langle x,y\rangle$ with $F$, and `fidelity_le_one` ensures that $1-F$ is nonnegative. `projDiff_isSymmetric` proves Hermiticity by expansion. In `norm_projDiff_le`, `hDDx` and `hDDy` are the two formulas for $D^2$, and `cube` is the relation for $D^3$. The inequality `key` is applied to `z` and to `D z`, as in the derivation. The closing `rcases` separates $\|Dz\|=0$ from the case where this norm can be cancelled. `projDiff_saturates` adds the value of the difference, $2(1-F)$.

In `expectation_sub_eigenvalue_le`, `hun` gives the squared norm of the orthogonal part, and `e` rewrites the energy error as a matrix element in that part. Hermiticity enters only through `hyA`, which says $\langle y,Ax\rangle=\varepsilon\langle y,x\rangle$. The `calc` block is the final Cauchy–Schwarz estimate.

## Boundedness as part of the operator's type

The operator could also have been modelled as a continuous linear map, with its operator norm in place of $c$. The hypothesis `hA` would then disappear from the general bound, and the constant would automatically be the smallest one that satisfies it for the given operator. The same operators would be admitted, since a linear map satisfying `hA` is continuous. The definition of $D$ would then include its continuity, either proved directly or obtained by building $D$ from continuous maps, and a user who knows only an upper bound on the operator norm would combine the theorem with that inequality. The present form accepts such an upper bound directly as $c$.
